# Slater-determinant counts fix the number of spin multiplets as the Weyl number

For electrons in `K` spatial orbitals, the number of Slater determinants with `a` spin-up and `b` spin-down electrons is the product of the binomial coefficients C(K, a) and C(K, b). The theorem takes rational numbers `m a b`, read for `b ≤ a` as the number of multiplets of total spin (a − b)/2 whose highest-weight state has `a` spin-up and `b` spin-down electrons. A sector with `b ≤ a` gets one state from each multiplet with the same number of electrons and spin at least (a − b)/2, so the sum of `m (a + j) (b - j)` over `0 ≤ j ≤ b` should equal the determinant count. The theorem says that this holds for all `b ≤ a` exactly when `m a b` is the Weyl number (a − b + 1) C(K+1, a+1) C(K+1, b)/(K+1) for all `b ≤ a`. This is pure counting, with no Hamiltonian or spin operators. The attempt gets the Weyl numbers from the counts by subtracting the sum rules of neighbouring sectors, and the counts from the Weyl numbers by comparing the sums term by term.

In Lean, a first try:

```lean
import Mathlib

open Finset

namespace WeylMultipletCount

/-- The Weyl number for `K` orbitals, with `a` spin-up and `b` spin-down electrons
in the highest-weight state of the multiplet. -/
def weyl (K a b : ℕ) : ℚ :=
  ((a : ℚ) - b + 1) * ((K + 1).choose (a + 1) : ℚ) * ((K + 1).choose b : ℚ) / ((K : ℚ) + 1)

/-- Slater determinants, given by the sets of orbitals occupied by `a` spin-up
and `b` spin-down electrons. -/
def determinants (K a b : ℕ) : Finset (Finset (Fin K) × Finset (Fin K)) :=
  (univ.powersetCard a) ×ˢ (univ.powersetCard b)

/-- The number of determinants is the product of the numbers of spin-up and
spin-down occupation patterns. -/
theorem card_determinants (K a b : ℕ) :
    (determinants K a b).card = K.choose a * K.choose b := by
  simp [determinants, Finset.card_product, Finset.card_powersetCard]

/-- Absorption identity relating binomials for `K` and `K + 1` orbitals. -/
lemma absorb (K a : ℕ) :
    ((K : ℚ) + 1) * (K.choose a : ℚ) = ((K + 1).choose (a + 1) : ℚ) * ((a : ℚ) + 1) := by
  exact_mod_cast Nat.add_one_mul_choose_eq K a

/-- Without spin-down electrons the Weyl number is the number of ways to place
`a` spin-up electrons in `K` orbitals. -/
theorem weyl_zero (K a : ℕ) : weyl K a 0 = (K.choose a : ℚ) := by
  have hK : (K : ℚ) + 1 ≠ 0 := by positivity
  have h := absorb K a
  rw [weyl, Nat.choose_zero_right, div_eq_iff hK]
  push_cast
  linear_combination -h

/-- For `a` spin-up and `b + 1` spin-down electrons, the Weyl number is the number of determinants
in that sector minus the number in the sector with `a + 1` spin-up and `b` spin-down electrons. -/
theorem weyl_succ (K a b : ℕ) :
    weyl K a (b + 1) = (K.choose a : ℚ) * (K.choose (b + 1) : ℚ)
      - (K.choose (a + 1) : ℚ) * (K.choose b : ℚ) := by
  have hK : (K : ℚ) + 1 ≠ 0 := by positivity
  have h1 := absorb K a
  have h2 := absorb K b
  -- Pascal's rule for both spin strings
  have hA : ((K + 1).choose (a + 1) : ℚ) = (K.choose a : ℚ) + (K.choose (a + 1) : ℚ) := by
    exact_mod_cast Nat.choose_succ_succ K a
  have hB : ((K + 1).choose (b + 1) : ℚ) = (K.choose b : ℚ) + (K.choose (b + 1) : ℚ) := by
    exact_mod_cast Nat.choose_succ_succ K b
  rw [hA] at h1
  rw [hB] at h2
  rw [weyl, hA, hB, div_eq_iff hK]
  push_cast
  linear_combination (-((K.choose b : ℚ) + (K.choose (b + 1) : ℚ))) * h1
    + ((K.choose a : ℚ) + (K.choose (a + 1) : ℚ)) * h2

/-- The sum of `m` over the pairs `(a + j, b + 1 - j)` with `0 ≤ j ≤ b + 1` is its `j = 0` term plus
the sum over the pairs `(a + 1 + j, b - j)` with `0 ≤ j ≤ b`. -/
lemma sum_peel (m : ℕ → ℕ → ℚ) (a b : ℕ) :
    ∑ p ∈ antidiagonal (b + 1), m (a + p.1) p.2
      = m a (b + 1) + ∑ p ∈ antidiagonal b, m (a + 1 + p.1) p.2 := by
  rw [Finset.Nat.sum_antidiagonal_succ]
  simp only [add_zero]
  congr 1
  apply Finset.sum_congr rfl
  intro p _
  rw [show a + (p.1 + 1) = a + 1 + p.1 by omega]

/-- The Weyl numbers for the pairs `(a + j, b - j)` with `0 ≤ j ≤ b` add up to the number of
determinants with `a` spin-up and `b` spin-down electrons. -/
theorem sum_weyl (K a b : ℕ) :
    ∑ p ∈ antidiagonal b, weyl K (a + p.1) p.2 = ((determinants K a b).card : ℚ) := by
  induction b generalizing a with
  | zero => simp [card_determinants, weyl_zero]
  | succ b ih =>
    -- the sum telescopes
    rw [sum_peel (weyl K), ih (a + 1), weyl_succ, card_determinants, card_determinants]
    push_cast
    ring

/-- Multiplicities `m a b` reproduce the determinant count of every sector with `b ≤ a`, one state
per multiplet, exactly when `m a b` equals the Weyl number for all `b ≤ a`. -/
theorem multiplicity_iff_weyl (K : ℕ) (m : ℕ → ℕ → ℚ) :
    (∀ a b, b ≤ a →
      ∑ p ∈ antidiagonal b, m (a + p.1) p.2 = ((determinants K a b).card : ℚ)) ↔
    (∀ a b, b ≤ a → m a b = weyl K a b) := by
  constructor
  · intro h a b hba
    cases b with
    | zero =>
      have h0 := h a 0 hba
      have hw := sum_weyl K a 0
      rw [← hw] at h0
      simpa using h0
    | succ b =>
      -- subtract the sum rules of neighbouring sectors
      have h1 := h a (b + 1) hba
      have h2 := h (a + 1) b (by omega)
      have w1 := sum_weyl K a (b + 1)
      have w2 := sum_weyl K (a + 1) b
      rw [sum_peel m] at h1
      rw [sum_peel (weyl K)] at w1
      linarith
  · intro h a b hba
    rw [← sum_weyl K a b]
    apply Finset.sum_congr rfl
    intro p hp
    have hp' : p.1 + p.2 = b := Finset.mem_antidiagonal.mp hp
    exact h _ _ (by omega)

end WeylMultipletCount
```

Compiling this gives:

```
Main.lean:108:32: error: Type mismatch
  Finset.mem_antidiagonal.mp ?m.227
has type
  ?m.224.1 ∈ ?m.219 ∧ ?m.224.2 ∈ ?m.220 ∧ ?m.224.1 + ?m.224.2 = ?m.223
but is expected to have type
  p.1 + p.2 = b
Main.lean:108:59: error: Application type mismatch: The argument
  hp
has type
  p ∈ HasAntidiagonal.antidiagonal b
but is expected to have type
  ?m.224 ∈ Finset.antidiagonal ?m.221 ?m.222 ?m.223
in the application
  Finset.mem_antidiagonal.mp hp
```

Diagnosis. Both errors come from one lemma name, in the term-by-term comparison. There `hp` says that `p` lies in `HasAntidiagonal.antidiagonal b`, the set of pairs of natural numbers with sum `b`. But `Finset.mem_antidiagonal` is about a different object, `Finset.antidiagonal`, which depends on two sets as well as the total.

The first message shows that this lemma would give a three-part conclusion, two memberships and a sum, where only `p.1 + p.2 = b` is expected. The second says that `hp` is not a membership of the kind the lemma takes.

The repair uses `HasAntidiagonal.mem_antidiagonal`, which belongs to the antidiagonal in `hp` and turns the membership into just the equation wanted. With that equation and `b ≤ a`, `omega` can show `p.2 ≤ a + p.1`, the condition for applying `h` to each term.

After these edits no error is left:

```diff
@@ -106,5 +106,5 @@
     apply Finset.sum_congr rfl
     intro p hp
-    have hp' : p.1 + p.2 = b := Finset.mem_antidiagonal.mp hp
+    have hp' : p.1 + p.2 = b := HasAntidiagonal.mem_antidiagonal.mp hp
     exact h _ _ (by omega)
 
```
